# Two opposite bonds can obey the valence sum rule off centre exactly when the cavity half-width exceeds a critical length

When an ion sits between two opposite ligands that are too far apart for it, can it recover its valence by moving towards one of them? The answer depends on which displacements \(x\) are admitted. The main theorem admits every real \(x\), even one that carries the ion past a ligand; a second theorem keeps both bond lengths positive.

## The critical half-width

A bond of length \(r\) has valence \(\exp((R_0-r)/b)\), where \(R_0\) is the length of a bond of unit valence and the softness \(b\) sets how fast valence decays with length. The ligands are fixed at distance \(R\) from the midpoint, so the bonds measure \(R+x\) and \(R-x\). The sum rule, an empirical postulate, requires their valences to add up to \(V\), the valence of the ion. For \(b,V>0\),

\[
\text{a solution with } x\neq0 \text{ exists} \iff R>R_c,\qquad R_c=R_0-b\ln(V/2).
\]

## Off-centre minima in a bond-valence penalty

For a single ion on the line through two fixed ligands, the criterion tells whether the penalty \((\text{valence sum}-V)^2\) can vanish off centre. As a function of all real \(x\), the penalty has two zeros above \(R_c\), at \(x=\pm d\), and a local maximum at the centre; the zeros lie between the ligands only if \(d<R\). Below \(R_c\) its minimum is at the centre and is positive.

Take the illustrative values \(R_0=1.8\) Å, \(b=0.4\) Å and \(V=2\), so that \(R_c=1.8\) Å. At \(R=1.9\) Å the formula below gives \(d\approx0.295\) Å, with bond valences of about 0.37 and 1.63.

## From the valence sum to the displacement

Factor out the centred bond valence:

\[
e^{(R_0-R-x)/b}+e^{(R_0-R+x)/b}=2e^{(R_0-R)/b}\cosh(x/b).
\]

Set this equal to \(V\) and use \(V/2=e^{(R_0-R_c)/b}\):

\[
\cosh(x/b)=\tfrac V2\,e^{(R-R_0)/b}=e^{(R-R_c)/b}=:e_*.
\]

Since \(\cosh\) equals 1 at zero and exceeds 1 elsewhere, a nonzero solution requires \(R>R_c\), and the centred ion obeys the rule only at \(R=R_c\).

For \(R\ge R_c\), put \(u=e^{|x|/b}\). Then \(u+1/u=2e_*\), or \(u^2-2e_*u+1=0\). The roots are reciprocal, and the one with \(u\ge1\) gives

\[
x=\pm d,\qquad d=b\ln\!\left(e_*+\sqrt{e_*^2-1}\right).
\]

This is nonzero when \(R>R_c\), which proves the converse.

The valence sum grows strictly with \(|x|\). For \(R>0\), a solution therefore has \(|x|<R\) exactly when \(V\) is below the sum at \(x=R\).

Finally, \(\cosh t\le e^{t^2/2}\), because \((2n)!\ge2^n n!\) term by term in the series. With \(t=x/b\) this gives \((R-R_c)/b\le x^2/(2b^2)\), hence \(x^2\ge2b(R-R_c)\).

Leaving out \(x\neq0\) changes the result: the centred solution at \(R=R_c\) would then count, and the condition would become \(R\ge R_c\).

## The Lean source

```lean
import Mathlib

open Real

namespace OffCentringTransition

noncomputable section

/-- Valence of a bond of length `r`, with reference length `R0` and softness `b ≠ 0`. -/
def bondValence (R0 b r : ℝ) : ℝ := exp ((R0 - r) / b)

/-- Valence sum of an ion displaced by `x` from the midpoint between two opposite ligands,
so that its bonds have lengths `R + x` and `R - x`; the softness `b` is nonzero. -/
def pairValence (R0 b R x : ℝ) : ℝ := bondValence R0 b (R + x) + bondValence R0 b (R - x)

/-- The length at which each of two equal bonds carries half of the valence `V > 0`, for softness
`b ≠ 0`. -/
def criticalLength (R0 b V : ℝ) : ℝ := R0 - b * log (V / 2)

/-- The off-centre displacement of an ion of valence `V > 0` in a cavity of half-width `R`,
for `b > 0` and `R` at least the critical length. -/
def offCentreShift (R0 b V R : ℝ) : ℝ :=
  b * log (exp ((R - criticalLength R0 b V) / b)
    + √(exp ((R - criticalLength R0 b V) / b) ^ 2 - 1))

/-- The valence sum of two opposite bonds is the centred sum times the hyperbolic cosine of `x / b`,
where `x` is the displacement. -/
theorem pairValence_eq (R0 b R x : ℝ) :
    pairValence R0 b R x = 2 * exp ((R0 - R) / b) * cosh (x / b) := by
  have h1 : (R0 - (R + x)) / b = (R0 - R) / b + -(x / b) := by ring
  have h2 : (R0 - (R - x)) / b = (R0 - R) / b + x / b := by ring
  unfold pairValence bondValence
  rw [h1, h2, Real.exp_add, Real.exp_add, Real.cosh_eq]
  ring

/-- For `b > 0`, the valence sum of the pair is larger exactly when the ion is farther from
the midpoint. -/
theorem pairValence_lt_iff {b : ℝ} (hb : 0 < b) (R0 R x y : ℝ) :
    pairValence R0 b R x < pairValence R0 b R y ↔ |x| < |y| := by
  have key : cosh (x / b) < cosh (y / b) ↔ |x| < |y| := by
    rw [Real.cosh_lt_cosh, abs_div, abs_div, abs_of_pos hb, div_lt_div_iff_of_pos_right hb]
  have hE : 0 < 2 * exp ((R0 - R) / b) := by positivity
  rw [pairValence_eq, pairValence_eq, ← key]
  exact ⟨fun h => lt_of_mul_lt_mul_left h hE.le, fun h => mul_lt_mul_of_pos_left h hE⟩

/-- For `b, V > 0`, the valence sum rule fixes the hyperbolic cosine of `x / b` through the excess
of `R` over the critical length. -/
theorem sum_rule_iff {b V : ℝ} (hb : 0 < b) (hV : 0 < V) (R0 R x : ℝ) :
    pairValence R0 b R x = V ↔ cosh (x / b) = exp ((R - criticalLength R0 b V) / b) := by
  have h0 : (R - criticalLength R0 b V) / b = log (V / 2) + (R - R0) / b := by
    unfold criticalLength
    field_simp
    ring
  have h1 : exp ((R0 - R) / b) * exp ((R - R0) / b) = 1 := by
    rw [← Real.exp_add, show (R0 - R) / b + (R - R0) / b = 0 by ring, Real.exp_zero]
  rw [pairValence_eq, h0, Real.exp_add, Real.exp_log (half_pos hV)]
  constructor
  · intro h
    linear_combination (exp ((R - R0) / b) / 2) * h - cosh (x / b) * h1
  · intro h
    linear_combination (2 * exp ((R0 - R) / b)) * h + V * h1

/-- For `b, V > 0`, the centred ion obeys the valence sum rule only at the critical length. -/
theorem centred_iff {b V : ℝ} (hb : 0 < b) (hV : 0 < V) (R0 R : ℝ) :
    pairValence R0 b R 0 = V ↔ R = criticalLength R0 b V := by
  rw [sum_rule_iff hb hV, zero_div, Real.cosh_zero, eq_comm, Real.exp_eq_one_iff,
    div_eq_zero_iff]
  simp [hb.ne', sub_eq_zero]

/-- For `b > 0` and `R` at least the critical length, the hyperbolic cosine of the off-centre
displacement in units of `b` is the exponential of the excess length in units of `b`. -/
theorem cosh_offCentreShift {R0 b V R : ℝ} (hb : 0 < b) (hR : criticalLength R0 b V ≤ R) :
    cosh (offCentreShift R0 b V R / b) = exp ((R - criticalLength R0 b V) / b) := by
  have he : 1 ≤ exp ((R - criticalLength R0 b V) / b) :=
    Real.one_le_exp (div_nonneg (sub_nonneg.2 hR) hb.le)
  unfold offCentreShift
  rw [mul_div_cancel_left₀ _ hb.ne']
  generalize exp ((R - criticalLength R0 b V) / b) = e at he ⊢
  have hs : √(e ^ 2 - 1) ^ 2 = e ^ 2 - 1 := Real.sq_sqrt (by nlinarith)
  have hp : 0 < e + √(e ^ 2 - 1) := by
    have := Real.sqrt_nonneg (e ^ 2 - 1)
    linarith
  -- the two exponentials in the cosine are reciprocal roots of a quadratic
  have hi : (e + √(e ^ 2 - 1))⁻¹ = e - √(e ^ 2 - 1) :=
    inv_eq_of_mul_eq_one_right (by linear_combination -hs)
  rw [Real.cosh_eq, Real.exp_neg, Real.exp_log hp, hi]
  ring

/-- For `b, V > 0` and `R` at least the critical length, the sum rule holds exactly when `x` is plus
or minus the off-centre displacement. -/
theorem sum_rule_solutions {R0 b V R : ℝ} (hb : 0 < b) (hV : 0 < V)
    (hR : criticalLength R0 b V ≤ R) (x : ℝ) :
    pairValence R0 b R x = V ↔ x = offCentreShift R0 b V R ∨ x = -offCentreShift R0 b V R := by
  rw [sum_rule_iff hb hV, ← cosh_offCentreShift hb hR]
  constructor
  · intro h
    have habs : |x / b| = |offCentreShift R0 b V R / b| :=
      le_antisymm (Real.cosh_le_cosh.1 h.le) (Real.cosh_le_cosh.1 h.ge)
    rcases abs_eq_abs.1 habs with h | h
    · exact Or.inl ((div_left_inj' hb.ne').1 h)
    · rw [← neg_div] at h
      exact Or.inr ((div_left_inj' hb.ne').1 h)
  · rintro (h | h)
    · rw [h]
    · rw [h, neg_div, Real.cosh_neg]

/-- **Off-centring criterion.** For `b, V > 0`, two opposite bonds `R + x` and `R - x` can satisfy
the valence sum rule with a nonzero displacement exactly when `R > R0 - b ln (V / 2)`. -/
theorem offCentring_iff {b V : ℝ} (hb : 0 < b) (hV : 0 < V) (R0 R : ℝ) :
    (∃ x, x ≠ 0 ∧ pairValence R0 b R x = V) ↔ R0 - b * log (V / 2) < R := by
  change _ ↔ criticalLength R0 b V < R
  constructor
  · rintro ⟨x, hx, h⟩
    -- away from the midpoint the hyperbolic cosine exceeds one
    have h1 : 1 < cosh (x / b) := Real.one_lt_cosh.2 (div_ne_zero hx hb.ne')
    rw [(sum_rule_iff hb hV R0 R x).1 h, Real.one_lt_exp_iff] at h1
    have h2 := mul_pos h1 hb
    rw [div_mul_cancel₀ _ hb.ne'] at h2
    linarith
  · intro hR
    refine ⟨offCentreShift R0 b V R, ?_, (sum_rule_solutions hb hV hR.le _).2 (Or.inl rfl)⟩
    intro h0
    -- a vanishing displacement would put the cavity at the critical length
    have h := (sum_rule_solutions hb hV hR.le 0).2 (Or.inl h0.symm)
    exact hR.ne' ((centred_iff hb hV R0 R).1 h)

/-- For `b, V, R > 0`, a solution of the sum rule with `0 < x < R` exists exactly when `R` exceeds
the critical length and `V` is below the valence sum at displacement `R`. -/
theorem offCentring_inside_iff {b V R : ℝ} (hb : 0 < b) (hV : 0 < V) (hR : 0 < R) (R0 : ℝ) :
    (∃ x, 0 < x ∧ x < R ∧ pairValence R0 b R x = V) ↔
      R0 - b * log (V / 2) < R ∧ V < pairValence R0 b R R := by
  constructor
  · rintro ⟨x, hx, hxR, h⟩
    refine ⟨(offCentring_iff hb hV R0 R).1 ⟨x, hx.ne', h⟩, ?_⟩
    rw [← h, pairValence_lt_iff hb, abs_of_pos hx, abs_of_pos hR]
    exact hxR
  · rintro ⟨h1, h2⟩
    obtain ⟨x, hx, h⟩ := (offCentring_iff hb hV R0 R).2 h1
    rw [← h, pairValence_lt_iff hb, abs_of_pos hR] at h2
    refine ⟨|x|, abs_pos.2 hx, h2, ?_⟩
    rcases abs_choice x with hc | hc
    · rw [hc, h]
    · rw [hc, pairValence_eq, neg_div, Real.cosh_neg, ← pairValence_eq, h]

/-- For `b, V > 0`, the squared displacement of any ion obeying the sum rule is at least `2 b`
times the excess of `R` over the critical length. -/
theorem sq_displacement_ge {R0 b V R x : ℝ} (hb : 0 < b) (hV : 0 < V)
    (h : pairValence R0 b R x = V) : 2 * b * (R - criticalLength R0 b V) ≤ x ^ 2 := by
  -- the hyperbolic cosine of `t` is at most the exponential of `t ^ 2 / 2`
  have h1 := Real.cosh_le_exp_half_sq (x / b)
  rw [(sum_rule_iff hb hV R0 R x).1 h, Real.exp_le_exp] at h1
  have h2 := mul_le_mul_of_nonneg_left h1 (show 0 ≤ 2 * b ^ 2 by positivity)
  have e1 : 2 * b ^ 2 * ((R - criticalLength R0 b V) / b)
      = 2 * b * (R - criticalLength R0 b V) := by field_simp
  have e2 : 2 * b ^ 2 * ((x / b) ^ 2 / 2) = x ^ 2 := by field_simp
  rwa [e1, e2] at h2

end

end OffCentringTransition
```

```lean
#print axioms OffCentringTransition.offCentring_iff
#print axioms OffCentringTransition.offCentring_inside_iff
#print axioms OffCentringTransition.sq_displacement_ge
```

```
'OffCentringTransition.offCentring_iff' depends on axioms: [propext, Classical.choice, Quot.sound]
'OffCentringTransition.offCentring_inside_iff' depends on axioms: [propext, Classical.choice, Quot.sound]
'OffCentringTransition.sq_displacement_ge' depends on axioms: [propext, Classical.choice, Quot.sound]
```

## What the theorems say about the ion

`pairValence R0 b R x` is the valence sum, `criticalLength` is \(R_c\), and `offCentreShift` is \(d\). All quantities are real numbers without units, and `log` is the natural logarithm. `offCentring_iff` is the criterion and puts no sign condition on \(R\) or \(R_0\); `offCentring_inside_iff` assumes \(R>0\) and requires \(0<x<R\).

`pairValence_eq` is the factorisation. In the forward half of `sum_rule_iff`, `linear_combination` multiplies the sum rule by half the reciprocal exponential, and `centred_iff` sets \(x=0\). `cosh_offCentreShift` uses the reciprocal roots to verify \(d\), and `sum_rule_solutions` obtains \(x=\pm d\) by comparing absolute values.

The forward half of `offCentring_iff` uses \(\cosh>1\) away from zero. The reverse half supplies \(d\); if \(d\) were zero, `centred_iff` would force \(R=R_c\). `offCentring_inside_iff` combines this criterion with the monotonicity in `pairValence_lt_iff`, replacing \(x\) by \(|x|\). `sq_displacement_ge` compares the exponents in the bound \(\cosh t\le e^{t^2/2}\) and multiplies the resulting inequality by \(2b^2\).

The step left to physics is that a real ion follows the sum rule: no energy enters the theorems. In a crystal, bonds to other neighbours also contribute, and their lengths generally change as the ion moves, so a fixed \(V\) for one opposite pair is an idealisation.
